# Canted and collinear minima of the classical isosceles spin triangle

Three classical unit spins in the plane sit on a triangle. The apex spin s₁ couples to each base spin, s₂ and s₃, with strength J, and the base spins couple to each other with strength K > 0. The energy is E = J(s₁·s₂ + s₁·s₃) + K s₂·s₃, so a positive coupling favours antiparallel spins. Its lowest value is

min E = −K − J²/(2K)  if |J| ≤ 2K,

min E = K − 2J  if J ≥ 2K.

The two values agree at J = 2K, where both equal −3K. The same minima hold for unit vectors in any real inner-product space with at least two orthonormal directions, which includes three-component classical spins.

## Spins, couplings and attainable energies

Write ⟨u,v⟩ for the inner product and ‖u‖ for the length of a vector. The energy is

E = J(⟨s₁,s₂⟩ + ⟨s₁,s₃⟩) + K⟨s₂,s₃⟩.

Each bond is counted once, and a positive coupling favours antiparallel spins. The condition K > 0 therefore describes an antiferromagnetic base bond. If J is positive as well, the triangle is frustrated: no arrangement makes all three pairs antiparallel. A negative J, down to −2K, is also allowed in the first range. The triangle is then frustrated too, because the base spins cannot both be parallel to the apex spin and antiparallel to each other.

In the code the spins are vectors in a real inner-product space `V`, and `inner ℝ s₁ s₂` is ⟨s₁,s₂⟩.

In Lean 4 with Mathlib:

```lean
import Mathlib

namespace IsoscelesSpinTriangle

noncomputable section

variable {V : Type*} [NormedAddCommGroup V] [InnerProductSpace ℝ V]
```

The function `energy` is defined for arbitrary vectors, so unit length has to be imposed separately.

```lean
/-- Exchange energy of an isosceles triangle: the apex spin `s₁` couples to both base spins
with strength `J`, and the base spins `s₂`, `s₃` couple to each other with strength `K`. -/
def energy (J K : ℝ) (s₁ s₂ s₃ : V) : ℝ :=
  J * (inner ℝ s₁ s₂ + inner ℝ s₁ s₃) + K * inner ℝ s₂ s₃
```

The set `energies V J K` does this: it collects the values of E over all triples of unit vectors in `V`. A minimum is then expressed by `IsLeast`, which says that a number belongs to the set and that no member of the set is smaller.

```lean
/-- The set of energies that three unit spins in the space `V` can take. -/
def energies (V : Type*) [NormedAddCommGroup V] [InnerProductSpace ℝ V] (J K : ℝ) : Set ℝ :=
  {E | ∃ s₁ s₂ s₃ : V, ‖s₁‖ = 1 ∧ ‖s₂‖ = 1 ∧ ‖s₃‖ = 1 ∧ energy J K s₁ s₂ s₃ = E}
```

The model has isotropic exchange only, with no field, anisotropy or temperature. The cases J < −2K and K ≤ 0 are not treated. For a simulation of classical spins, the formulas give reference values for testing an energy minimiser on this three-site cluster; they are not ground-state energies of three quantum spins.

Throughout the solutions, the spins have unit length and

x = ⟨s₁,s₂⟩, y = ⟨s₁,s₃⟩, z = ⟨s₂,s₃⟩.

## (a) Squared length of a weighted spin sum

**Task.** For real numbers a and b, show that

‖a s₁ + b(s₂ + s₃)‖² = a² + 2ab(x + y) + b²(2 + 2z).

**Solution.** The square of the first vector is a²‖s₁‖² = a². The cross term is 2ab⟨s₁, s₂ + s₃⟩ = 2ab(x + y). For the base spins,

‖s₂ + s₃‖² = ‖s₂‖² + ‖s₃‖² + 2⟨s₂,s₃⟩ = 2 + 2z.

Multiplying this by b² and adding the three contributions gives the claim.

The proof follows the same expansion. It writes the squared norm as an inner product, expands it by linearity in both arguments and inserts the unit lengths. The symmetry of the inner product then lets `ring` collect the terms.

```lean
/-- Squared length of a weighted sum of the apex spin and the total base spin. -/
theorem norm_sq_weighted {s₁ s₂ s₃ : V} (h₁ : ‖s₁‖ = 1) (h₂ : ‖s₂‖ = 1) (h₃ : ‖s₃‖ = 1)
    (a b : ℝ) : ‖a • s₁ + b • (s₂ + s₃)‖ ^ 2 =
      a ^ 2 + 2 * a * b * (inner ℝ s₁ s₂ + inner ℝ s₁ s₃) + b ^ 2 * (2 + 2 * inner ℝ s₂ s₃) := by
  rw [← real_inner_self_eq_norm_sq]
  simp only [inner_add_left, inner_add_right, real_inner_smul_left, real_inner_smul_right]
  simp only [real_inner_self_eq_norm_sq, h₁, h₂, h₃]
  rw [real_inner_comm s₁ s₂, real_inner_comm s₁ s₃, real_inner_comm s₂ s₃]
  ring
```

## (b) The energy as a completed square

**Task.** For K > 0, show that

E = ‖J s₁ + K(s₂ + s₃)‖²/(2K) − K − J²/(2K).

**Solution.** Put a = J and b = K in part (a):

‖J s₁ + K(s₂ + s₃)‖² = J² + 2JK(x + y) + 2K² + 2K²z.

Division by 2K gives

‖J s₁ + K(s₂ + s₃)‖²/(2K) = J²/(2K) + J(x + y) + K + Kz.

The terms J(x + y) + Kz are the energy. Moving the other two terms to the left proves the identity.

In the code, part (a) replaces the squared norm, `field_simp` clears the denominator 2K, and `ring` compares the polynomials.

```lean
/-- Completing the square: the energy is a constant plus the squared length of
`J s₁ + K (s₂ + s₃)` divided by `2K`. -/
theorem energy_eq_square {J K : ℝ} (hK : 0 < K) {s₁ s₂ s₃ : V}
    (h₁ : ‖s₁‖ = 1) (h₂ : ‖s₂‖ = 1) (h₃ : ‖s₃‖ = 1) :
    energy J K s₁ s₂ s₃ =
      ‖J • s₁ + K • (s₂ + s₃)‖ ^ 2 / (2 * K) - K - J ^ 2 / (2 * K) := by
  rw [norm_sq_weighted h₁ h₂ h₃]
  unfold energy
  field_simp
  ring
```

## (c) When the canted energy is reached

**Task.** For K > 0, show that

E = −K − J²/(2K) if and only if J s₁ + K(s₂ + s₃) = 0.

**Solution.** By part (b), E exceeds −K − J²/(2K) by ‖J s₁ + K(s₂ + s₃)‖²/(2K). Since 2K is positive, this excess is zero exactly when the squared length is zero, and hence exactly when the vector vanishes.

The vector condition reads s₂ + s₃ = −(J/K)s₁. Since two unit vectors have a sum of length at most 2, it can be met only if |J| ≤ 2K.

The two directions of the equivalence are proved separately. The forward one removes the denominator, then the square, then the norm; the reverse one inserts the zero vector into part (b).

```lean
/-- Unit spins have the energy `-K - J²/(2K)` exactly when `J s₁ + K (s₂ + s₃)` vanishes. -/
theorem canted_iff {J K : ℝ} (hK : 0 < K) {s₁ s₂ s₃ : V}
    (h₁ : ‖s₁‖ = 1) (h₂ : ‖s₂‖ = 1) (h₃ : ‖s₃‖ = 1) :
    energy J K s₁ s₂ s₃ = -K - J ^ 2 / (2 * K) ↔ J • s₁ + K • (s₂ + s₃) = 0 := by
  have h2K : 2 * K ≠ 0 := by positivity
  rw [energy_eq_square hK h₁ h₂ h₃]
  constructor
  · intro h
    have hq : ‖J • s₁ + K • (s₂ + s₃)‖ ^ 2 / (2 * K) = 0 := by linarith
    have hn := (div_eq_zero_iff.mp hq).resolve_right h2K
    exact norm_eq_zero.mp ((pow_eq_zero_iff two_ne_zero).mp hn)
  · intro h
    rw [h, norm_zero]
    ring
```

## (d) The angles of the canted state

**Task.** Let K > 0 and J ≠ 0, and suppose that E has the value in part (c). Show that

x = y = −J/(2K) and z = J²/(2K²) − 1.

**Solution.** Take the inner product of J s₁ + K(s₂ + s₃) = 0 with each spin in turn:

J + K(x + y) = 0,

Jx + K(1 + z) = 0,

Jy + K(z + 1) = 0.

Subtracting the third equation from the second gives J(x − y) = 0, so x = y because J ≠ 0. The first equation becomes J + 2Kx = 0, which gives x = −J/(2K). The second then yields

z = −1 − Jx/K = −1 + J²/(2K²).

For J = K all three cosines are −1/2, the familiar 120° arrangement. At J = 2K the state has become collinear, with x = y = −1 and z = 1. If J = 0, the apex spin is decoupled and its direction is free, so its angles to the base spins are not fixed.

In the proof, `p` projects the vector equation on an arbitrary vector, and `i₁`, `i₂`, `i₃` are the three equations above. The steps `hxy`, `hx` and `hz` then give x = y, the value of x and the value of z, the last two still multiplied through by their denominators.

```lean
/-- For `J ≠ 0`, the energy `-K - J²/(2K)` fixes the cosines of all three angles
between the spins. -/
theorem canted_angles {J K : ℝ} (hJ : J ≠ 0) (hK : 0 < K) {s₁ s₂ s₃ : V}
    (h₁ : ‖s₁‖ = 1) (h₂ : ‖s₂‖ = 1) (h₃ : ‖s₃‖ = 1)
    (hE : energy J K s₁ s₂ s₃ = -K - J ^ 2 / (2 * K)) :
    inner ℝ s₁ s₂ = -J / (2 * K) ∧ inner ℝ s₁ s₃ = -J / (2 * K) ∧
      inner ℝ s₂ s₃ = J ^ 2 / (2 * K ^ 2) - 1 := by
  have h2K : 2 * K ≠ 0 := by positivity
  have h2K2 : 2 * K ^ 2 ≠ 0 := by positivity
  have h := (canted_iff hK h₁ h₂ h₃).mp hE
  -- project the balance condition on each spin
  have p (v : V) : J * inner ℝ v s₁ + K * (inner ℝ v s₂ + inner ℝ v s₃) = 0 := by
    have hv : inner ℝ v (J • s₁ + K • (s₂ + s₃)) = 0 := by rw [h, inner_zero_right]
    simpa only [inner_add_right, real_inner_smul_right] using hv
  have i₁ := p s₁
  have i₂ := p s₂
  have i₃ := p s₃
  rw [real_inner_self_eq_norm_sq, h₁] at i₁
  rw [real_inner_self_eq_norm_sq, h₂, real_inner_comm s₁ s₂] at i₂
  rw [real_inner_self_eq_norm_sq, h₃, real_inner_comm s₁ s₃, real_inner_comm s₂ s₃] at i₃
  have hxy : inner ℝ s₁ s₂ = inner ℝ s₁ s₃ :=
    mul_left_cancel₀ hJ (by linear_combination i₂ - i₃)
  have hx : inner ℝ s₁ s₂ * (2 * K) = -J := by linear_combination i₁ + K * hxy
  have hz : (inner ℝ s₂ s₃ + 1) * (2 * K ^ 2) = J ^ 2 := by
    linear_combination 2 * K * i₂ - J * hx
  have hx' := (eq_div_iff h2K).mpr hx
  have hz' := (eq_div_iff h2K2).mpr hz
  exact ⟨hx', hxy ▸ hx', by linarith⟩
```

## (e) The collinear bound

**Task.** For K > 0 and J ≥ 2K, show that

E ≥ K − 2J,

with equality if and only if s₂ = −s₁ and s₃ = −s₁.

**Solution.** Expanding the right-hand side confirms that

E − (K − 2J) = (J − 2K)(2 + x + y) + K(3 + 2x + 2y + z).

The Cauchy–Schwarz inequality gives x ≥ −1 and y ≥ −1, so the first term is nonnegative. For the second, part (a) with a = 2 and b = 1 gives

‖2s₁ + s₂ + s₃‖² = 6 + 4x + 4y + 2z = 2(3 + 2x + 2y + z).

The second term is therefore (K/2)‖2s₁ + s₂ + s₃‖², which is also nonnegative. This proves the bound.

If equality holds, both terms vanish. Since K > 0, the second one gives 2s₁ + s₂ + s₃ = 0. Its inner product with s₁ is 2 + x + y = 0, and since neither x nor y is below −1, both equal −1. Then

‖s₁ + s₂‖² = 2 + 2x = 0,

so s₂ = −s₁, and in the same way s₃ = −s₁. Conversely, these spins have x = y = −1 and z = 1, which gives E = K − 2J. The argument includes J = 2K, because it uses only the second term to find the spins.

The code names the decomposition `hid` and its two nonnegative terms `t₁` and `t₂`. The local statement `anti` is the last step: a unit spin whose cosine with s₁ is −1 must be −s₁.

```lean
/-- For `J ≥ 2K > 0` the energy is at least `K - 2J`, with equality exactly when both base
spins are opposite to the apex spin. -/
theorem collinear_bound {J K : ℝ} (hK : 0 < K) (hJ : 2 * K ≤ J) {s₁ s₂ s₃ : V}
    (h₁ : ‖s₁‖ = 1) (h₂ : ‖s₂‖ = 1) (h₃ : ‖s₃‖ = 1) :
    K - 2 * J ≤ energy J K s₁ s₂ s₃ ∧
      (energy J K s₁ s₂ s₃ = K - 2 * J ↔ s₂ = -s₁ ∧ s₃ = -s₁) := by
  have hx := neg_le_of_abs_le (abs_real_inner_le_norm s₁ s₂)
  have hy := neg_le_of_abs_le (abs_real_inner_le_norm s₁ s₃)
  rw [h₁, h₂] at hx
  rw [h₁, h₃] at hy
  have hN := norm_sq_weighted h₁ h₂ h₃ 2 1
  have hN0 := sq_nonneg ‖(2 : ℝ) • s₁ + (1 : ℝ) • (s₂ + s₃)‖
  rw [hN] at hN0
  -- the excess energy is a sum of two nonnegative terms
  have hid : energy J K s₁ s₂ s₃ - (K - 2 * J) =
      (J - 2 * K) * (2 + inner ℝ s₁ s₂ + inner ℝ s₁ s₃) +
        K * (3 + 2 * inner ℝ s₁ s₂ + 2 * inner ℝ s₁ s₃ + inner ℝ s₂ s₃) := by
    unfold energy
    ring
  have t₁ := mul_nonneg (sub_nonneg.mpr hJ)
    (show 0 ≤ 2 + inner ℝ s₁ s₂ + inner ℝ s₁ s₃ by linarith)
  have t₂ := mul_nonneg hK.le
    (show 0 ≤ 3 + 2 * inner ℝ s₁ s₂ + 2 * inner ℝ s₁ s₃ + inner ℝ s₂ s₃ by linarith)
  refine ⟨by linarith, fun hE => ?_, ?_⟩
  · have q := (mul_eq_zero.mp (le_antisymm (by linarith) t₂)).resolve_left hK.ne'
    have hw : (2 : ℝ) • s₁ + (1 : ℝ) • (s₂ + s₃) = 0 :=
      norm_eq_zero.mp ((pow_eq_zero_iff two_ne_zero).mp (by rw [hN]; linarith))
    have i : inner ℝ s₁ ((2 : ℝ) • s₁ + (1 : ℝ) • (s₂ + s₃)) = 0 := by
      rw [hw, inner_zero_right]
    simp only [inner_add_right, real_inner_smul_right, real_inner_self_eq_norm_sq, h₁] at i
    -- a unit spin with cosine -1 to the apex is opposite to it
    have anti (s : V) (hs : ‖s‖ = 1) (hc : inner ℝ s₁ s = -1) : s = -s₁ := by
      have h0 : ‖s₁ + s‖ ^ 2 = 0 := by
        rw [norm_add_sq_real, h₁, hs, hc]
        norm_num
      exact eq_neg_of_add_eq_zero_right (norm_eq_zero.mp ((pow_eq_zero_iff two_ne_zero).mp h0))
    exact ⟨anti s₂ h₂ (by linarith), anti s₃ h₃ (by linarith)⟩
  · rintro ⟨rfl, rfl⟩
    simp only [energy, inner_neg_left, inner_neg_right, real_inner_self_eq_norm_sq, h₁]
    ring
```

## (f) Both minima in a space with two orthonormal directions

**Task.** Let K > 0, and let e and f be orthonormal vectors in the spin space. Show that the set of attainable energies has least element

−K − J²/(2K) if |J| ≤ 2K, and K − 2J if J ≥ 2K.

**Solution.** Suppose first that |J| ≤ 2K. The square in part (b) is nonnegative, so no energy is below −K − J²/(2K). To reach this value, set c = J/(2K). Then c² ≤ 1, and there is a real d with d² = 1 − c². Choose

s₁ = e, s₂ = −c e + d f, s₃ = −c e − d f.

The base spins have squared length c² + d² = 1. The inner products are x = y = −c and z = c² − d² = 2c² − 1. With J = 2Kc,

E = −2Jc + K(2c² − 1) = −4Kc² + 2Kc² − K = −K − 2Kc² = −K − J²/(2K).

Now suppose that J ≥ 2K. Part (e) gives the lower bound, and the spins e, −e, −e attain it.

Each `IsLeast` claim splits into attainment and lower bound. In the canted case, `unit` checks the length of both base spins at once, with t = d and t = −d, and the final `linear_combination` uses d² = 1 − c² to evaluate the energy.

```lean
/-- In any space with two orthonormal directions and for `K > 0`, the minimum energy is
`-K - J²/(2K)` when `|J| ≤ 2K` and `K - 2J` when `J ≥ 2K`. -/
theorem minimum_energy {J K : ℝ} (hK : 0 < K) {e f : V}
    (he : ‖e‖ = 1) (hf : ‖f‖ = 1) (hef : inner ℝ e f = 0) :
    (|J| ≤ 2 * K → IsLeast (energies V J K) (-K - J ^ 2 / (2 * K))) ∧
      (2 * K ≤ J → IsLeast (energies V J K) (K - 2 * J)) := by
  constructor
  · intro hJ
    constructor
    · -- the base spins are tilted symmetrically about the direction opposite to the apex
      obtain ⟨c, hc⟩ : ∃ c : ℝ, c = J / (2 * K) := ⟨_, rfl⟩
      have hcJ : J = 2 * K * c := by
        rw [hc]
        field_simp
      have hc1 : c ^ 2 ≤ 1 := by
        rw [hc, div_pow, div_le_one (by positivity)]
        exact sq_le_sq.mpr (by rwa [abs_of_pos (show 0 < 2 * K by positivity)])
      obtain ⟨d, hd⟩ : ∃ d : ℝ, d ^ 2 = 1 - c ^ 2 :=
        ⟨√(1 - c ^ 2), Real.sq_sqrt (by linarith)⟩
      have hfe : inner ℝ f e = 0 := by rw [real_inner_comm, hef]
      have unit (t : ℝ) (ht : t ^ 2 = 1 - c ^ 2) : ‖(-c) • e + t • f‖ = 1 := by
        refine (pow_eq_one_iff_of_nonneg (norm_nonneg _) two_ne_zero).mp ?_
        rw [← real_inner_self_eq_norm_sq]
        simp only [inner_add_left, inner_add_right, real_inner_smul_left,
          real_inner_smul_right]
        simp only [real_inner_self_eq_norm_sq, he, hf, hef, hfe]
        linear_combination ht
      refine ⟨e, (-c) • e + d • f, (-c) • e + (-d) • f, he, unit d hd,
        unit (-d) (by rw [neg_sq, hd]), ?_⟩
      simp only [energy, inner_add_left, inner_add_right, real_inner_smul_left,
        real_inner_smul_right]
      simp only [real_inner_self_eq_norm_sq, he, hf, hef, hfe]
      have hq : J ^ 2 / (2 * K) = 2 * K * c ^ 2 := by
        rw [hcJ]
        field_simp
      rw [hq, hcJ]
      linear_combination (-K) * hd
    · rintro E ⟨s₁, s₂, s₃, h₁, h₂, h₃, rfl⟩
      rw [energy_eq_square hK h₁ h₂ h₃]
      have : 0 ≤ ‖J • s₁ + K • (s₂ + s₃)‖ ^ 2 / (2 * K) := by positivity
      linarith
  · intro hJ
    have hn : ‖-e‖ = 1 := by rw [norm_neg, he]
    constructor
    · exact ⟨e, -e, -e, he, hn, hn, (collinear_bound hK hJ he hn hn).2.mpr ⟨rfl, rfl⟩⟩
    · rintro E ⟨s₁, s₂, s₃, h₁, h₂, h₃, rfl⟩
      exact (collinear_bound hK hJ h₁ h₂ h₃).1
```

The second direction f matters. Take J = K = 1 and let the spins be the numbers ±1, as in an Ising model. Then |J| ≤ 2K holds, but the energy is 3 when all spins agree and −1 otherwise. The minimum is −1, whereas the canted formula gives −3/2: on a line the base spins have no room to tilt.

## (g) Spins in the plane

**Task.** For K > 0 and unit spins in the Euclidean plane, deduce that

min E = −K − J²/(2K) if |J| ≤ 2K, and min E = K − 2J if J ≥ 2K.

**Solution.** The vectors e = (1, 0) and f = (0, 1) have unit length and inner product zero, so part (f) applies.

In the code the plane is `EuclideanSpace ℝ (Fin 2)`, whose coordinates are numbered 0 and 1. The two basis vectors are `EuclideanSpace.single 0 1` and `EuclideanSpace.single 1 1`, where the first argument is the coordinate and the second its value. The three calls to `simp` verify the two lengths and the orthogonality.

```lean
/-- For unit spins in the plane and `K > 0`, the minimum energy is `-K - J²/(2K)` when
`|J| ≤ 2K` and `K - 2J` when `J ≥ 2K`. -/
theorem planar_minimum_energy {J K : ℝ} (hK : 0 < K) :
    (|J| ≤ 2 * K →
      IsLeast (energies (EuclideanSpace ℝ (Fin 2)) J K) (-K - J ^ 2 / (2 * K))) ∧
      (2 * K ≤ J → IsLeast (energies (EuclideanSpace ℝ (Fin 2)) J K) (K - 2 * J)) :=
  minimum_energy hK (e := EuclideanSpace.single 0 1) (f := EuclideanSpace.single 1 1)
    (by simp) (by simp) (by simp [EuclideanSpace.inner_single_left])

end

end IsoscelesSpinTriangle
```

```lean
#print axioms IsoscelesSpinTriangle.canted_angles
-- 'IsoscelesSpinTriangle.canted_angles' depends on axioms: [propext, Classical.choice, Quot.sound]
#print axioms IsoscelesSpinTriangle.planar_minimum_energy
-- 'IsoscelesSpinTriangle.planar_minimum_energy' depends on axioms: [propext, Classical.choice, Quot.sound]
```
